# A negative Fukui function on three sites without hopping

## Fractional number as an average

A configuration holds a whole number of particles, so a mean number $1+w$ has to be given a meaning. Here it is the average over a probability distribution on configurations. All eight configurations of three sites compete, whatever their particle number. Without hopping, energy and particle number are diagonal in the occupations, so probabilities suffice to compute both; coherences between configurations are not described.

Sites are numbered 0, 1, 2. They have potentials $v_0,v_1,v_2$, and a repulsion $U$ acts between site 0 and each of the others. With occupations $n_i\in\{0,1\}$,
$$E=\sum_i v_i n_i+U(n_0n_1+n_0n_2).$$

## When the first site empties

Write $\{1,2\}$ for the configuration with sites 1 and 2 occupied, and similarly for the others. The distribution with weight $1-w$ on $\{0\}$ and $w$ on $\{1,2\}$ is the unique minimiser of the mean energy at mean number $1+w$, for every $0\le w\le1$, exactly when
$$v_0<v_1,\quad v_0<v_2,\quad v_1<v_0+U,\quad v_2<v_0+U.$$
One particle then prefers site 0, while two particles avoid the repulsion by leaving it.

The density is $(1-w,w,w)$. Its rate of change with particle number, the Fukui function, is $(-1,1,1)$: in this classical three-site model, adding charge depletes a site.

## Energy gaps above a line

Let $L(N)=v_0+(N-1)(v_1+v_2-v_0)$ be the line through the energies of $\{0\}$ and $\{1,2\}$. The energies of the other configurations differ from it by the signed gaps

| Configuration | Gap $E-L(N)$ |
|---|---|
| empty | $v_1+v_2-2v_0$ |
| $\{1\}$ | $v_1-v_0$ |
| $\{2\}$ | $v_2-v_0$ |
| $\{0,1\}$ | $v_0+U-v_2$ |
| $\{0,2\}$ | $v_0+U-v_1$ |
| $\{0,1,2\}$ | $2v_0+2U-v_1-v_2$ |

Let $p_c$ be the weight of configuration $c$ and $g_c$ its gap. Since $L$ is linear, averaging gives
$$\langle E\rangle=v_0+w(v_1+v_2-v_0)+\sum_c p_c\,g_c .$$
Under the four inequalities every gap in the table is positive, so a minimiser has zero weight on those six configurations. What remains is $p_{\{0\}}+p_{\{1,2\}}=1$ and $p_{\{0\}}+2p_{\{1,2\}}=1+w$, hence $p_{\{1,2\}}=w$ and $p_{\{0\}}=1-w$.

Conversely, at $w=0$ uniqueness puts $\{1\}$ and $\{2\}$ strictly above $\{0\}$, which gives the first two inequalities. At $w=1$ it puts $\{0,2\}$ and $\{0,1\}$ strictly above $\{1,2\}$, which gives the last two.

For potentials $(-3,-2,-2)$ and $U=10$, the gaps are $2,1,1,9,9,18$ and the minimum energy is $-3-w$.

## A repulsion too weak for one site

Take $v=(-3,0,-2)$ and $U=2$. Only $v_1<v_0+U$ fails. At two particles, $\{0,2\}$ has energy $-3$ and $\{1,2\}$ has $-2$, so the second particle goes to site 2 and site 0 stays full.

## Differences of densities in a calculation

A code can obtain the Fukui function for adding a particle by subtracting the $N$-particle ground density from the $(N+1)$-particle one at fixed external potential; this difference equals the rate of change when the density is linear in the mean number between the two integers, as it is in this model under the four inequalities. The difference is then $(0,1,1)-(1,0,0)=(-1,1,1)$. A frozen-orbital estimate, the squared modulus of the added orbital, is never negative and misses this rearrangement.

## The Lean statements and their proof

```lean
import Mathlib

open Finset

namespace NegativeFukui

noncomputable section

/-- A configuration of spinless particles: which of the three sites are occupied. -/
abbrev Config := Bool × Bool × Bool

/-- The occupation number, 0 or 1, of each site in a configuration. -/
def occ (c : Config) : Fin 3 → ℝ :=
  ![if c.1 then 1 else 0, if c.2.1 then 1 else 0, if c.2.2 then 1 else 0]

/-- The particle number of a configuration. -/
def number (c : Config) : ℝ := ∑ i, occ c i

/-- The energy of a configuration: site potentials `v`, and a repulsion `U` between the first
site and each of the other two. -/
def energy (v : Fin 3 → ℝ) (U : ℝ) (c : Config) : ℝ :=
  ∑ i, v i * occ c i + U * (occ c 0 * occ c 1 + occ c 0 * occ c 2)

/-- A probability distribution on configurations with mean particle number `N`. -/
structure IsEnsemble (N : ℝ) (p : Config → ℝ) : Prop where
  nonneg : ∀ c, 0 ≤ p c
  total : ∑ c, p c = 1
  mean : ∑ c, p c * number c = N

/-- The mean energy of an ensemble. -/
def meanEnergy (v : Fin 3 → ℝ) (U : ℝ) (p : Config → ℝ) : ℝ := ∑ c, p c * energy v U c

/-- The site density of an ensemble. -/
def density (p : Config → ℝ) (i : Fin 3) : ℝ := ∑ c, p c * occ c i

/-- An ensemble of least mean energy among all those with mean particle number `N`. -/
def IsGround (v : Fin 3 → ℝ) (U N : ℝ) (p : Config → ℝ) : Prop :=
  IsEnsemble N p ∧ ∀ q, IsEnsemble N q → meanEnergy v U p ≤ meanEnergy v U q

/-- Weight `1 - w` on the first site occupied alone, weight `w` on the other two occupied. -/
def mix (w : ℝ) (c : Config) : ℝ :=
  if c = (true, false, false) then 1 - w else if c = (false, true, true) then w else 0

/-- The ensemble concentrated on a single configuration. -/
def pureConf (c₀ c : Config) : ℝ := if c = c₀ then 1 else 0

/-- A sum over configurations written out as its eight terms. -/
theorem sum_config (f : Config → ℝ) : ∑ c, f c =
    f (true, true, true) + f (true, true, false) + f (true, false, true)
      + f (true, false, false) + f (false, true, true) + f (false, true, false)
      + f (false, false, true) + f (false, false, false) := by
  simp only [Fintype.sum_prod_type, Fintype.sum_bool]
  ring

/-- At mean number `1 + w` the mean energy is a linear function of `w` plus the weights of six
configurations, each times an energy gap. -/
theorem meanEnergy_eq_line_add_gaps (v : Fin 3 → ℝ) (U w : ℝ) (p : Config → ℝ)
    (hp : IsEnsemble (1 + w) p) :
    meanEnergy v U p = v 0 + w * (v 1 + v 2 - v 0)
      + p (false, false, false) * (v 1 + v 2 - 2 * v 0)
      + p (false, true, false) * (v 1 - v 0) + p (false, false, true) * (v 2 - v 0)
      + p (true, true, false) * (v 0 + U - v 2) + p (true, false, true) * (v 0 + U - v 1)
      + p (true, true, true) * (2 * v 0 + 2 * U - v 1 - v 2) := by
  have hn := hp.total
  have hm := hp.mean
  rw [sum_config] at hn hm
  simp [number, occ, Fin.sum_univ_three] at hm
  rw [meanEnergy, sum_config]
  simp [energy, occ, Fin.sum_univ_three]
  linear_combination v 0 * hn + (v 1 + v 2 - v 0) * (hm - hn)

/-- For `0 ≤ w ≤ 1` the two-configuration mixture is an ensemble with mean number `1 + w`. -/
theorem mix_isEnsemble {w : ℝ} (h0 : 0 ≤ w) (h1 : w ≤ 1) : IsEnsemble (1 + w) (mix w) where
  nonneg c := by
    unfold mix
    split_ifs <;> linarith
  total := by
    rw [sum_config]
    simp [mix]
  mean := by
    rw [sum_config]
    simp [mix, number, occ, Fin.sum_univ_three]
    ring

/-- The mean energy of the mixture interpolates linearly between its two configurations. -/
theorem meanEnergy_mix (v : Fin 3 → ℝ) (U w : ℝ) :
    meanEnergy v U (mix w) = v 0 + w * (v 1 + v 2 - v 0) := by
  rw [meanEnergy, sum_config]
  simp [mix, energy, occ, Fin.sum_univ_three]
  ring

/-- The mixture is the unique ground ensemble at every mean number `1 + w` between one and two
exactly when the first site lies below each other site, by less than the repulsion `U`. -/
theorem unique_ground_iff (v : Fin 3 → ℝ) (U : ℝ) :
    (∀ w, 0 ≤ w → w ≤ 1 → ∀ p, IsGround v U (1 + w) p ↔ p = mix w) ↔
      (v 0 < v 1 ∧ v 0 < v 2 ∧ v 1 < v 0 + U ∧ v 2 < v 0 + U) := by
  constructor
  · intro h
    -- a configuration with the mixture's mean number but no weight in it lies strictly higher
    have key : ∀ w c, 0 ≤ w → w ≤ 1 → number c = 1 + w → mix w c = 0 →
        v 0 + w * (v 1 + v 2 - v 0) < energy v U c := by
      intro w c h0 h1 hN hc
      by_contra hle
      have hle' := not_lt.mp hle
      have hg := (h w h0 h1 (mix w)).mpr rfl
      have hpure : IsGround v U (1 + w) (pureConf c) := by
        refine ⟨⟨fun d => ?_, ?_, ?_⟩, fun q hq => ?_⟩
        · unfold pureConf
          split_ifs <;> norm_num
        · simp [pureConf]
        · simp [pureConf, hN]
        · have h2 := hg.2 q hq
          rw [meanEnergy_mix] at h2
          have h3 : meanEnergy v U (pureConf c) = energy v U c := by
            simp [meanEnergy, pureConf]
          linarith
      have e := congrFun ((h w h0 h1 _).mp hpure) c
      rw [hc] at e
      simp [pureConf] at e
    have a1 := key 0 (false, true, false) le_rfl zero_le_one
      (by simp [number, occ, Fin.sum_univ_three]) (by simp [mix])
    have a2 := key 0 (false, false, true) le_rfl zero_le_one
      (by simp [number, occ, Fin.sum_univ_three]) (by simp [mix])
    have a3 := key 1 (true, false, true) zero_le_one le_rfl
      (by simp [number, occ, Fin.sum_univ_three]) (by simp [mix])
    have a4 := key 1 (true, true, false) zero_le_one le_rfl
      (by simp [number, occ, Fin.sum_univ_three]) (by simp [mix])
    simp [energy, occ, Fin.sum_univ_three] at a1 a2 a3 a4
    refine ⟨?_, ?_, ?_, ?_⟩ <;> linarith
  · rintro ⟨h1, h2, h3, h4⟩ w hw0 hw1 p
    -- all six gaps are positive
    have g0 : 0 < v 1 + v 2 - 2 * v 0 := by linarith
    have g1 : 0 < v 1 - v 0 := by linarith
    have g2 : 0 < v 2 - v 0 := by linarith
    have g3 : 0 < v 0 + U - v 2 := by linarith
    have g4 : 0 < v 0 + U - v 1 := by linarith
    have g5 : 0 < 2 * v 0 + 2 * U - v 1 - v 2 := by linarith
    have low : ∀ q, IsEnsemble (1 + w) q → meanEnergy v U (mix w) ≤ meanEnergy v U q := by
      intro q hq
      rw [meanEnergy_mix, meanEnergy_eq_line_add_gaps v U w q hq]
      linarith [mul_nonneg (hq.nonneg (false, false, false)) g0.le,
        mul_nonneg (hq.nonneg (false, true, false)) g1.le,
        mul_nonneg (hq.nonneg (false, false, true)) g2.le,
        mul_nonneg (hq.nonneg (true, true, false)) g3.le,
        mul_nonneg (hq.nonneg (true, false, true)) g4.le,
        mul_nonneg (hq.nonneg (true, true, true)) g5.le]
    constructor
    · rintro ⟨hp, hmin⟩
      have hE := hmin _ (mix_isEnsemble hw0 hw1)
      rw [meanEnergy_mix, meanEnergy_eq_line_add_gaps v U w p hp] at hE
      have m0 := mul_nonneg (hp.nonneg (false, false, false)) g0.le
      have m1 := mul_nonneg (hp.nonneg (false, true, false)) g1.le
      have m2 := mul_nonneg (hp.nonneg (false, false, true)) g2.le
      have m3 := mul_nonneg (hp.nonneg (true, true, false)) g3.le
      have m4 := mul_nonneg (hp.nonneg (true, false, true)) g4.le
      have m5 := mul_nonneg (hp.nonneg (true, true, true)) g5.le
      -- a positive gap with no energy cost carries no weight
      have zero : ∀ x g : ℝ, 0 < g → x * g = 0 → x = 0 := fun x g hg hx =>
        (mul_eq_zero.mp hx).resolve_right hg.ne'
      have z0 := zero (p (false, false, false)) _ g0 (by linarith)
      have z1 := zero (p (false, true, false)) _ g1 (by linarith)
      have z2 := zero (p (false, false, true)) _ g2 (by linarith)
      have z3 := zero (p (true, true, false)) _ g3 (by linarith)
      have z4 := zero (p (true, false, true)) _ g4 (by linarith)
      have z5 := zero (p (true, true, true)) _ g5 (by linarith)
      have hn := hp.total
      have hm := hp.mean
      rw [sum_config] at hn hm
      simp [number, occ, Fin.sum_univ_three] at hm
      funext ⟨a, b, c⟩
      cases a <;> cases b <;> cases c <;> simp [mix] <;> linarith
    · rintro rfl
      exact ⟨mix_isEnsemble hw0 hw1, low⟩

/-- The mixture has site density `(1 - w, w, w)`. -/
theorem density_mix (w : ℝ) : density (mix w) = ![1 - w, w, w] := by
  funext i
  rw [density, sum_config]
  fin_cases i <;> simp [mix, occ]

/-- Suppose the first site lies below each other site, by less than the repulsion `U`. Then between
two ground ensembles with mean numbers `1 + w` and `1 + w'` in `[1, 2]`, the density changes by `w'
- w` times the Fukui function `(-1, 1, 1)`. -/
theorem fukui_function (v : Fin 3 → ℝ) (U : ℝ)
    (hv : v 0 < v 1 ∧ v 0 < v 2 ∧ v 1 < v 0 + U ∧ v 2 < v 0 + U)
    {w w' : ℝ} (h0 : 0 ≤ w) (h1 : w ≤ 1) (h0' : 0 ≤ w') (h1' : w' ≤ 1) {p q : Config → ℝ}
    (hp : IsGround v U (1 + w) p) (hq : IsGround v U (1 + w') q) (i : Fin 3) :
    density q i - density p i = (w' - w) * (![-1, 1, 1] : Fin 3 → ℝ) i := by
  rw [((unique_ground_iff v U).mpr hv w h0 h1 p).mp hp,
    ((unique_ground_iff v U).mpr hv w' h0' h1' q).mp hq, density_mix, density_mix]
  fin_cases i <;> simp

/-- For potentials `(-3, -2, -2)` and repulsion 10, the ground ensemble at mean number `1 + w`
is unique and has density `(1 - w, w, w)`. -/
theorem ground_density_example {w : ℝ} (h0 : 0 ≤ w) (h1 : w ≤ 1) :
    (∃! p, IsGround ![-3, -2, -2] 10 (1 + w) p) ∧
      ∀ p, IsGround ![-3, -2, -2] 10 (1 + w) p → density p = ![1 - w, w, w] := by
  have h := (unique_ground_iff ![-3, -2, -2] 10).mpr
    (by
      refine ⟨?_, ?_, ?_, ?_⟩
      · change (-3 : ℝ) < -2
        norm_num
      · change (-3 : ℝ) < -2
        norm_num
      · change (-2 : ℝ) < -3 + 10
        norm_num
      · change (-2 : ℝ) < -3 + 10
        norm_num) w h0 h1
  refine ⟨⟨mix w, (h _).mpr rfl, fun p hp => (h p).mp hp⟩, fun p hp => ?_⟩
  rw [(h p).mp hp, density_mix]

end

end NegativeFukui
```

```lean
#print axioms NegativeFukui.fukui_function
-- 'NegativeFukui.fukui_function' depends on axioms: [propext, Classical.choice, Quot.sound]
#print axioms NegativeFukui.ground_density_example
-- 'NegativeFukui.ground_density_example' depends on axioms: [propext, Classical.choice, Quot.sound]
```

`Config` records three occupations as Booleans, in the order of sites 0, 1, 2. `IsEnsemble N p` requires nonnegative weights, total 1 and mean number `N`; `IsGround` adds minimality among all such distributions. `mix w` is the two-configuration distribution.

`unique_ground_iff` is the equivalence above. Under the same four inequalities, `fukui_function` states the density change as a finite difference between any two ground ensembles with mean numbers in $[1,2]$, so no derivative is taken. `ground_density_example` treats the numerical case, including existence and uniqueness.

`meanEnergy_eq_line_add_gaps` is the averaged identity; its `linear_combination` step adds the normalisation and mean-number equations with the coefficients of the line. `mix_isEnsemble` and `meanEnergy_mix` show that the mixture is admissible and attains the line.

In the forward direction of `unique_ground_iff`, `key` takes a configuration with particle number $1+w$ and no weight in the mixture, and shows that if it lay at or below the line it would be a second ground ensemble. It is applied to the four configurations used in the converse argument above. In the other direction, `low` proves minimality from the nonnegative gap terms, and `z0` to `z5` remove the six weights. The final case split solves for the remaining two.

`density_mix` evaluates the density, and the last two theorems substitute `mix` for the ground ensembles.
